# A differentiable, normalisable wavefunction of finite kinetic energy on the line tends to zero at both ends

When I check that the momentum of a particle on a line is Hermitian, I integrate by parts and drop the boundary term, because "the wavefunction vanishes at infinity". But normalisability alone doesn't seem to give me that: a wavefunction could have ever narrower spikes further and further out and still have a finite norm. Such spikes are steep, though, so they should cost kinetic energy.

So I would like to argue as follows. Let $\psi:\mathbb R\to\mathbb C$ be continuously differentiable, with $|\psi|^2$ and $|\psi'|^2$ both integrable over the line. Then $\psi(x)\to 0$ as $x\to+\infty$ and as $x\to-\infty$. Is this right, can it be derived rigorously, and can the derivation be checked by machine?

## Decay follows from an integrable density with an integrable derivative

It is right, and the derivative need not be continuous: it is enough that $\psi$ is differentiable at every point. The argument is best made for two wavefunctions $\varphi$ and $\psi$ that both satisfy the hypotheses, since the boundary term in your integration by parts is the product $\varphi^*\psi$.

**Overlaps are integrable.** For square-integrable $u$ and $v$, the inequality $(|u|-|v|)^2\ge 0$ gives $2|u||v|\le|u|^2+|v|^2$, hence
$$|u^*v|\le |u|^2+|v|^2 .$$
The right-hand side is integrable, so $u^*v$ is too.

**So is the derivative of the overlap density.** Put $g=\varphi^*\psi$. The product rule gives
$$g'=\varphi'^*\psi+\varphi^*\psi' .$$
Each term is an overlap of two square-integrable functions. Therefore $g$ and $g'$ are both integrable.

**Such a function tends to zero.** For $x<y$ the fundamental theorem of calculus gives
$$|g(y)-g(x)|=\left|\int_x^y g'(s)\,ds\right|\le\int_x^y|g'(s)|\,ds .$$
(The theorem also holds when $g'$ is not continuous, provided that $g$ is differentiable everywhere and $g'$ is integrable.) The right-hand side becomes arbitrarily small when $x$ and $y$ are both large, so $g$ has a limit $L$ at $+\infty$. If $L$ were not zero, $|g|$ would stay above $|L|/2$ from some point on and could not be integrable. Hence $L=0$. The same reasoning works at $-\infty$.

**Back to the amplitude.** With $\varphi=\psi$ we have $g=|\psi|^2\to0$. Taking the square root gives $|\psi|\to0$, and so $\psi\to0$.

### The kinetic energy also limits the height of the wavefunction

Write $A=\int|\psi|^2$, $B=\int|\psi'|^2$ and $D=(|\psi|^2)'=\psi'^*\psi+\psi^*\psi'$. Since the density vanishes at both ends,
$$\int_{-\infty}^x D=|\psi(x)|^2,\qquad \int_x^\infty D=-|\psi(x)|^2 .$$
Taking absolute values and adding gives $2|\psi(x)|^2\le\int|D|$.

For any real $t\ge0$ we have $t|D|\le 2t|\psi||\psi'|\le t^2|\psi|^2+|\psi'|^2$. Integration over the line then yields
$$A t^2-2|\psi(x)|^2\,t+B\ge0 .$$
For $t\le0$ all three terms are non-negative, so the inequality holds for every real $t$. The discriminant is therefore at most zero, which says
$$|\psi(x)|^4\le AB .$$
If $A=0$, the expression is linear in $t$ and nowhere negative, so its slope vanishes and the bound still holds.

For a normalised state of a particle of mass $m$, $A=1$ and the kinetic energy is $T=\hbar^2B/2m$. The bound then reads $|\psi(x)|^2\le\sqrt{2mT}/\hbar$.

### The boundary term in the momentum matrix element vanishes

Since $\varphi^*\psi$ tends to zero at both ends, the integral of its derivative is zero:
$$\int\varphi'^*\psi+\int\varphi^*\psi'=0 .$$
Multiply by $-i\hbar$ and move the first term to the other side:
$$\int\varphi^*(-i\hbar\psi')=i\hbar\int\varphi'^*\psi=\int(-i\hbar\varphi')^*\psi .$$
This is the symmetry of the momentum operator. For a single particle on the line, with wavefunctions of this class, it justifies dropping the boundary term.

### Narrow spikes when the kinetic energy is not finite

Your worry about spikes is justified. Let $b$ be a smooth function with $b(0)=1$ that vanishes for $|x|\ge1/4$, and set
$$\psi(x)=\sum_{n=1}^\infty b\big(n^2(x-n)\big).$$
The spikes don't overlap, and $\int|\psi|^2=\sum_n n^{-2}\int|b|^2$ is finite. Yet $\psi(n)=1$ for every $n\ge1$, so $\psi$ does not decay. The missing hypothesis is the kinetic one: $\int|\psi'|^2=\sum_n n^2\int|b'|^2$ diverges.

The other two hypotheses matter as well. The constant function $1$ has zero kinetic energy and no decay, but it is not normalisable. If the smooth spikes are replaced by rectangular ones of the same widths, the derivative is zero away from the jumps and its square integrates to zero, but the function is not differentiable.

## The Lean file

```lean
import Mathlib

open MeasureTheory Filter Topology ComplexConjugate

noncomputable section

namespace WavefunctionDecay

/-- A differentiable wavefunction on the line for which both `|ψ|²` and `|ψ'|²` are
integrable. -/
structure FiniteKineticEnergy (ψ : ℝ → ℂ) : Prop where
  differentiable : Differentiable ℝ ψ
  normalisable : Integrable (fun x => ‖ψ x‖ ^ 2)
  kinetic : Integrable (fun x => ‖deriv ψ x‖ ^ 2)

/-- The momentum operator `-iħ d/dx` in the position representation. -/
def momentum (ħ : ℝ) (ψ : ℝ → ℂ) (x : ℝ) : ℂ := -Complex.I * ħ * deriv ψ x

/-- The overlap density of two measurable square-integrable functions is integrable. -/
theorem integrable_overlap {u v : ℝ → ℂ} (hu : Measurable u) (hv : Measurable v)
    (hu2 : Integrable (fun x => ‖u x‖ ^ 2)) (hv2 : Integrable (fun x => ‖v x‖ ^ 2)) :
    Integrable (fun x => conj (u x) * v x) := by
  refine (hu2.add hv2).mono' ?_ ?_
  · exact ((Complex.continuous_conj.measurable.comp hu).mul hv).aestronglyMeasurable
  · refine Filter.Eventually.of_forall fun x => ?_
    simp only [norm_mul, RCLike.norm_conj, Pi.add_apply]
    nlinarith [sq_nonneg (‖u x‖ - ‖v x‖), sq_nonneg ‖u x‖, sq_nonneg ‖v x‖]

/-- The product rule for the overlap density `φ* ψ` of two differentiable wavefunctions. -/
theorem hasDerivAt_overlap {φ ψ : ℝ → ℂ} (hφ : Differentiable ℝ φ)
    (hψ : Differentiable ℝ ψ) (x : ℝ) :
    HasDerivAt (fun y => conj (φ y) * ψ y)
      (conj (deriv φ x) * ψ x + conj (φ x) * deriv ψ x) x := by
  have h : HasDerivAt (fun y => conj (φ y)) (conj (deriv φ x)) x :=
    (hφ x).hasDerivAt.star
  exact h.fun_mul (hψ x).hasDerivAt

/-- The overlap density `φ* ψ` of two differentiable, normalisable wavefunctions of finite kinetic
energy tends to zero at both ends of the line. -/
theorem overlap_tendsto_zero {φ ψ : ℝ → ℂ} (hφ : FiniteKineticEnergy φ)
    (hψ : FiniteKineticEnergy ψ) :
    Tendsto (fun x => conj (φ x) * ψ x) atTop (𝓝 0) ∧
      Tendsto (fun x => conj (φ x) * ψ x) atBot (𝓝 0) := by
  have mφ := hφ.differentiable.continuous.measurable
  have mψ := hψ.differentiable.continuous.measurable
  have h0 := integrable_overlap mφ mψ hφ.normalisable hψ.normalisable
  -- both terms of the product rule are integrable
  have h1 := (integrable_overlap (measurable_deriv φ) mψ hφ.kinetic hψ.normalisable).add
    (integrable_overlap mφ (measurable_deriv ψ) hφ.normalisable hψ.kinetic)
  have hd := hasDerivAt_overlap hφ.differentiable hψ.differentiable
  exact ⟨tendsto_zero_of_hasDerivAt_of_integrableOn_Ioi (a := 0) (fun x _ => hd x)
      h1.integrableOn h0.integrableOn,
    tendsto_zero_of_hasDerivAt_of_integrableOn_Iic (a := 0) (fun x _ => hd x)
      h1.integrableOn h0.integrableOn⟩

/-- A differentiable, normalisable wavefunction of finite kinetic energy on the line tends to zero
as `x → +∞` and as `x → -∞`. -/
theorem wavefunction_tendsto_zero {ψ : ℝ → ℂ} (hψ : FiniteKineticEnergy ψ) :
    Tendsto ψ atTop (𝓝 0) ∧ Tendsto ψ atBot (𝓝 0) := by
  -- the modulus of `ψ` is the square root of the density
  have key : ∀ l : Filter ℝ, Tendsto (fun x => conj (ψ x) * ψ x) l (𝓝 0) →
      Tendsto ψ l (𝓝 0) := by
    intro l h
    rw [tendsto_zero_iff_norm_tendsto_zero]
    have h2 := (Real.continuous_sqrt.tendsto _).comp h.norm
    simpa only [Function.comp_def, norm_mul, RCLike.norm_conj,
      Real.sqrt_mul_self (norm_nonneg _), norm_zero, Real.sqrt_zero] using h2
  have h := overlap_tendsto_zero hψ hψ
  exact ⟨key _ h.1, key _ h.2⟩

/-- For a differentiable, normalisable wavefunction of finite kinetic energy, the fourth power of
the modulus `|ψ(x)|` at any point is at most the product of the integrals of `|ψ|²` and `|ψ'|²`. -/
theorem amplitude_bound {ψ : ℝ → ℂ} (hψ : FiniteKineticEnergy ψ) (x : ℝ) :
    ‖ψ x‖ ^ 4 ≤ (∫ y, ‖ψ y‖ ^ 2) * ∫ y, ‖deriv ψ y‖ ^ 2 := by
  have mψ := hψ.differentiable.continuous.measurable
  let D : ℝ → ℂ := fun y => conj (deriv ψ y) * ψ y + conj (ψ y) * deriv ψ y
  have hD : Integrable D :=
    (integrable_overlap (measurable_deriv ψ) mψ hψ.kinetic hψ.normalisable).add
      (integrable_overlap mψ (measurable_deriv ψ) hψ.normalisable hψ.kinetic)
  have hd : ∀ y, HasDerivAt (fun z => conj (ψ z) * ψ z) (D y) y :=
    hasDerivAt_overlap hψ.differentiable hψ.differentiable
  have hlim := overlap_tendsto_zero hψ hψ
  -- the density at `x`, reached from the left and from the right
  have hl : ∫ y in Set.Iic x, D y = conj (ψ x) * ψ x - 0 :=
    integral_Iic_of_hasDerivAt_of_tendsto' (fun y _ => hd y) hD.integrableOn hlim.2
  have hr : ∫ y in Set.Ioi x, D y = 0 - conj (ψ x) * ψ x :=
    integral_Ioi_of_hasDerivAt_of_tendsto' (fun y _ => hd y) hD.integrableOn hlim.1
  have nl : ‖ψ x‖ * ‖ψ x‖ ≤ ∫ y in Set.Iic x, ‖D y‖ := by
    have h := norm_integral_le_integral_norm (μ := volume.restrict (Set.Iic x)) D
    rwa [hl, sub_zero, norm_mul, RCLike.norm_conj] at h
  have nr : ‖ψ x‖ * ‖ψ x‖ ≤ ∫ y in Set.Ioi x, ‖D y‖ := by
    have h := norm_integral_le_integral_norm (μ := volume.restrict (Set.Ioi x)) D
    rwa [hr, zero_sub, norm_neg, norm_mul, RCLike.norm_conj] at h
  have hsplit := integral_add_compl (measurableSet_Iic (a := x)) hD.norm
  rw [Set.compl_Iic] at hsplit
  have hA : 0 ≤ ∫ y, ‖ψ y‖ ^ 2 := integral_nonneg fun y => sq_nonneg _
  have hB : 0 ≤ ∫ y, ‖deriv ψ y‖ ^ 2 := integral_nonneg fun y => sq_nonneg _
  -- a quadratic in `t` that is nowhere negative
  have hq : ∀ t : ℝ, 0 ≤ (∫ y, ‖ψ y‖ ^ 2) * (t * t) + (-2 * ‖ψ x‖ ^ 2) * t
      + ∫ y, ‖deriv ψ y‖ ^ 2 := by
    intro t
    rcases le_total 0 t with ht | ht
    · have hmono : ∫ y, t * ‖D y‖ ≤ ∫ y, (t ^ 2 * ‖ψ y‖ ^ 2 + ‖deriv ψ y‖ ^ 2) := by
        refine integral_mono (hD.norm.const_mul t)
          ((hψ.normalisable.const_mul (t ^ 2)).add hψ.kinetic) fun y => ?_
        have hn : ‖D y‖ ≤ 2 * (‖ψ y‖ * ‖deriv ψ y‖) := by
          have h := norm_add_le (conj (deriv ψ y) * ψ y) (conj (ψ y) * deriv ψ y)
          simp only [norm_mul, RCLike.norm_conj] at h
          change ‖conj (deriv ψ y) * ψ y + conj (ψ y) * deriv ψ y‖ ≤ _
          linarith [mul_comm ‖deriv ψ y‖ ‖ψ y‖]
        have h2 := mul_le_mul_of_nonneg_left hn ht
        change t * ‖D y‖ ≤ t ^ 2 * ‖ψ y‖ ^ 2 + ‖deriv ψ y‖ ^ 2
        nlinarith [sq_nonneg (t * ‖ψ y‖ - ‖deriv ψ y‖)]
      rw [integral_const_mul, integral_add (hψ.normalisable.const_mul (t ^ 2)) hψ.kinetic,
        integral_const_mul] at hmono
      have h2 : 2 * ‖ψ x‖ ^ 2 ≤ ∫ y, ‖D y‖ := by linarith [sq ‖ψ x‖]
      have h3 := mul_le_mul_of_nonneg_left h2 ht
      linarith
    · have h1 := mul_nonneg hA (mul_self_nonneg t)
      have h2 := mul_nonneg (sq_nonneg ‖ψ x‖) (neg_nonneg.mpr ht)
      linarith
  have hdisc := discrim_le_zero hq
  unfold discrim at hdisc
  linarith [show (-2 * ‖ψ x‖ ^ 2) ^ 2 = 4 * ‖ψ x‖ ^ 4 by ring]

/-- The momentum operator is symmetric on differentiable, normalisable wavefunctions of finite
kinetic energy: `⟨φ, pψ⟩ = ⟨pφ, ψ⟩`. -/
theorem momentum_symmetric (ħ : ℝ) {φ ψ : ℝ → ℂ} (hφ : FiniteKineticEnergy φ)
    (hψ : FiniteKineticEnergy ψ) :
    ∫ x, conj (φ x) * momentum ħ ψ x = ∫ x, conj (momentum ħ φ x) * ψ x := by
  have h1 := integrable_overlap (measurable_deriv φ)
    hψ.differentiable.continuous.measurable hφ.kinetic hψ.normalisable
  have h2 := integrable_overlap hφ.differentiable.continuous.measurable
    (measurable_deriv ψ) hφ.normalisable hψ.kinetic
  have hlim := overlap_tendsto_zero hφ hψ
  -- integration by parts without boundary terms
  have h0 := integral_of_hasDerivAt_of_tendsto
    (hasDerivAt_overlap hφ.differentiable hψ.differentiable) (h1.add h2) hlim.2 hlim.1
  rw [integral_add h1 h2] at h0
  have hL : ∫ x, conj (φ x) * momentum ħ ψ x
      = (-Complex.I * ħ) * ∫ x, conj (φ x) * deriv ψ x := by
    rw [← integral_const_mul]
    congr 1
    ext x
    simp only [momentum]
    ring
  have hR : ∫ x, conj (momentum ħ φ x) * ψ x
      = (Complex.I * ħ) * ∫ x, conj (deriv φ x) * ψ x := by
    rw [← integral_const_mul]
    congr 1
    ext x
    simp only [momentum, map_mul, map_neg, Complex.conj_I, Complex.conj_ofReal]
    ring
  rw [hL, hR]
  linear_combination (-Complex.I * ħ) * h0

end WavefunctionDecay
```

```lean
#print axioms WavefunctionDecay.wavefunction_tendsto_zero
#print axioms WavefunctionDecay.amplitude_bound
#print axioms WavefunctionDecay.momentum_symmetric
```

```
'WavefunctionDecay.wavefunction_tendsto_zero' depends on axioms: [propext, Classical.choice, Quot.sound]
'WavefunctionDecay.amplitude_bound' depends on axioms: [propext, Classical.choice, Quot.sound]
'WavefunctionDecay.momentum_symmetric' depends on axioms: [propext, Classical.choice, Quot.sound]
```

## What `FiniteKineticEnergy` admits and what the theorems say

A wavefunction is a function `ψ : ℝ → ℂ`, with actual values at points, and not a class of functions that agree almost everywhere. The predicate `FiniteKineticEnergy ψ` collects three conditions:

- `differentiable`: $\psi$ has a derivative at every real point.
- `normalisable`: $|\psi|^2$ is integrable over the line with respect to Lebesgue measure. The norm need not be one, and the zero function is allowed.
- `kinetic`: $|\psi'|^2$ is integrable, where $\psi'$ is `deriv ψ`. This stands for a finite kinetic energy in the form $\frac{\hbar^2}{2m}\int|\psi'|^2$, which needs no second derivative.

The third condition alone does not guarantee a finite kinetic energy. Lean's `deriv` is zero wherever a function has no derivative, so a rectangular spike satisfies the third condition although its kinetic energy is not finite. The first condition rules such jumps out.

The main theorem, `wavefunction_tendsto_zero`, says that every such $\psi$ tends to zero at both ends. `Tendsto ψ atTop (𝓝 0)` is the limit $x\to+\infty$, and `atBot` is the limit $x\to-\infty$. The theorem `overlap_tendsto_zero` says the same of $\varphi^*\psi$, where `conj` is complex conjugation.

`amplitude_bound` is the inequality $|\psi(x)|^4\le AB$ at every point $x$, for wavefunctions of any norm.

`momentum_symmetric` concerns `momentum ħ ψ`, which is $-i\hbar\psi'$ with `ħ` an arbitrary real number. The inner product is written out as an integral and is conjugate-linear in its first argument. The theorem gives symmetry on this class of wavefunctions. Self-adjointness is a stronger property, because it also requires the operator and its adjoint to have the same domain.

The results are for one particle in one dimension. They give no rate of decay, so they don't tell you how large a simulation box must be. They also leave out wavefunctions with a kink, such as the bound state $e^{-\kappa|x|}$ (with $\kappa>0$) of an attractive delta potential: it has finite kinetic energy and decays, but it is not differentiable at the origin.

## How the Lean proof follows the calculation

`integrable_overlap` is the first step of the derivation. The lemma `mono'` reduces integrability of $u^*v$ to measurability and a pointwise bound by $|u|^2+|v|^2$, and `nlinarith` proves that bound from squares being non-negative. When the lemma is applied to a derivative, `measurable_deriv` supplies the measurability. No continuity of $\psi'$ is used.

`hasDerivAt_overlap` is the product rule. It first differentiates the conjugated function, through `.star`, and then the product.

In `overlap_tendsto_zero`, `h0` is the integrability of $\varphi^*\psi$ and `h1` that of its derivative, obtained by applying `integrable_overlap` to the two terms separately. The argument that the limit exists and must be zero comes from Mathlib: `tendsto_zero_of_hasDerivAt_of_integrableOn_Ioi` handles the right end, and the version ending in `Iic` handles the left.

`wavefunction_tendsto_zero` sets $\varphi=\psi$. Its auxiliary statement `key` passes from the density to the amplitude by taking the norm and then the square root. It is stated for an arbitrary filter `l`, so one argument serves both ends of the line.

The proof of `amplitude_bound` keeps the name `D` for the derivative of the density:

- `hl` and `hr` are the two integrals of $D$, up to $x$ and from $x$ onwards.
- `nl` and `nr` turn them into bounds on $|\psi(x)|^2$, and `hsplit` joins the two half-lines to give $2|\psi(x)|^2\le\int|D|$.
- `hq` is the quadratic inequality for all real $t$, with the cases $t\ge0$ and $t\le0$ treated as above. In the first case, `integral_mono` integrates the pointwise estimate.
- `discrim_le_zero` gives the sign of the discriminant, and the last line divides out the factor 4.

In `momentum_symmetric`, `h0` is the integration by parts. It uses both limits from `overlap_tendsto_zero`, so the boundary contribution is `0 - 0`. The statements `hL` and `hR` take the constants $-i\hbar$ and $i\hbar$ out of the two matrix elements; the sign changes in `hR` because the momentum there is conjugated. The final `linear_combination` multiplies `h0` by $-i\hbar$, just as in the calculation by hand.
